# Systematic absences: $F(h)=0$ when a crystal symmetry $(R,t)$ has $R^{\mathsf T}h=h$ and $h\cdot t$ is not an integer

A crystal with a c-glide plane normal to its second axis gives a diffraction pattern in which the $h0l$ spots with $l$ odd are missing. Screw axes remove spots along a line in a similar way, and centred cells remove them throughout reciprocal space. All of these seem to be cases of one rule. Suppose the operation $r\mapsto Rr+t$ maps the crystal to itself, with $R$ an integer matrix in fractional coordinates. If a reflection $h$ satisfies $R^{\mathsf T}h=h$ and $h\cdot t$ is not an integer, its structure factor should vanish, whatever the atoms are and wherever they sit.

I can make this plausible with path differences, but I would like to see it stated precisely, for any number of atoms and any dimension, and proved in Lean. Are both conditions on $h$ really needed?

## Relabelling the atoms forces the absence

Yes, the rule holds as you state it, and both conditions are needed. The proof compares the structure factor with itself after the atoms have been relabelled by the symmetry.

Let atom $j$ have complex scattering factor $f_j$ and fractional position $x_j$. Write $e(s)=\exp(2\pi i s)$, and let
$$F(h)=\sum_j f_j\,e(h\cdot x_j),\qquad h\cdot r=\sum_i h_i r_i .$$
The symmetry supplies a permutation $\sigma$ of the atoms and integer vectors $n_j$ with
$$f_{\sigma(j)}=f_j,\qquad x_{\sigma(j)}=Rx_j+t+n_j .$$

Two facts are needed. First, $e(s)=1$ exactly when $2\pi i s$ is an integer multiple of $2\pi i$, that is, when $s$ is an integer. Second, the matrix can be moved from the position to the reflection:
$$h\cdot(Rr+t)=\sum_i h_i\Big(\sum_k R_{ik}r_k+t_i\Big)=\sum_k\Big(\sum_i R_{ik}h_i\Big)r_k+h\cdot t=(R^{\mathsf T}h)\cdot r+h\cdot t .$$

Summing over $\sigma(j)$ instead of $j$ changes only the order of the terms, so
$$F(h)=\sum_j f_{\sigma(j)}\,e(h\cdot x_{\sigma(j)})=\sum_j f_j\,e\big((R^{\mathsf T}h)\cdot x_j\big)\,e(h\cdot t)\,e(h\cdot n_j).$$
Since $h\cdot n_j$ is an integer, the last factor is 1, and
$$F(h)=e(h\cdot t)\,F(R^{\mathsf T}h).$$

This holds for every integer vector $h$. Because $|e(h\cdot t)|=1$, the moduli at $h$ and $R^{\mathsf T}h$ agree. If moreover $R^{\mathsf T}h=h$, then
$$\big(e(h\cdot t)-1\big)F(h)=0 .$$
When $h\cdot t$ is not an integer, the bracket is nonzero and $F(h)=0$.

For the c-glide, $R=\mathrm{diag}(1,-1,1)$ and $t=(0,0,\tfrac12)$. With components numbered from zero, as in Lean, $R^{\mathsf T}h=(h_0,-h_1,h_2)$, which equals $h$ when $h_1=0$. Then $h\cdot t=h_2/2$ is not an integer for odd $h_2$, and these are the missing $h0l$ spots.

To see that both conditions matter, take two atoms with unit scattering factors at $x_0=(0,\tfrac14,0)$ and $x_1=(0,-\tfrac14,\tfrac12)$. The glide sends $x_0$ to $x_1$, and $x_1$ to $(0,\tfrac14,1)$, which is $x_0$ plus a lattice vector.

- At $h=(0,1,1)$, $h\cdot t=\tfrac12$, but $h$ is not fixed. Both atoms have $h\cdot x_j=\tfrac14$, so $F(h)=2i$.
- At $h=(0,0,2)$, $h$ is fixed, but $h\cdot t=1$. The two phases are $e(0)$ and $e(1)$, so $F(h)=2$.

The smallest case, worked here by hand and not included in the file, is one-dimensional: $R=1$, $t=\tfrac12$, and equal atoms at $x$ and $x+\tfrac12$. Then $F(h)=f\,e(hx)\,(1+(-1)^h)$, which vanishes for odd $h$. The chosen cell is twice as long as the true period, and the absences reveal it.

Here is the complete Lean file.

```lean
import Mathlib

open Matrix

namespace GeneralExtinctionRule

noncomputable section

variable {d ι : Type*} [Fintype d] [Fintype ι]

/-- The phase factor `exp(2πis)` of a wave after `s` periods. -/
def phase (s : ℝ) : ℂ := Complex.exp (((2 * Real.pi * s : ℝ) : ℂ) * Complex.I)

/-- The product `h·r` of integer reflection indices with fractional coordinates. -/
def pairing (h : d → ℤ) (r : d → ℝ) : ℝ := ∑ i, (h i : ℝ) * r i

/-- The affine map `(R,t)`, which sends the point `r` to `Rr + t`. -/
def act (R : Matrix d d ℤ) (t r : d → ℝ) : d → ℝ :=
  fun i => (∑ k, (R i k : ℝ) * r k) + t i

/-- The structure factor `F(h) = ∑ f_j exp(2πi h·x_j)` of atoms with scattering
factors `f` at positions `x`. -/
def structureFactor (f : ι → ℂ) (x : ι → d → ℝ) (h : d → ℤ) : ℂ :=
  ∑ j, f j * phase (pairing h (x j))

/-- The operation `(R,t)` permutes the atoms modulo lattice vectors and carries each atom
to one with the same scattering factor. -/
def IsSymmetry (R : Matrix d d ℤ) (t : d → ℝ) (f : ι → ℂ) (x : ι → d → ℝ) : Prop :=
  ∃ σ : Equiv.Perm ι, ∀ j, f (σ j) = f j ∧
    ∃ n : d → ℤ, ∀ i, x (σ j) i = act R t (x j) i + (n i : ℝ)

/-- Phases multiply when path lengths add. -/
lemma phase_add (a b : ℝ) : phase (a + b) = phase a * phase b := by
  unfold phase
  rw [← Complex.exp_add]
  congr 1
  push_cast
  ring

/-- The phase factor is one exactly for a whole number of periods. -/
theorem phase_eq_one_iff (s : ℝ) : phase s = 1 ↔ ∃ n : ℤ, s = n := by
  rw [phase, Complex.exp_eq_one_iff]
  constructor
  · rintro ⟨n, hn⟩
    refine ⟨n, ?_⟩
    have hs : (s : ℂ) = (n : ℂ) := by
      apply mul_right_cancel₀ Complex.two_pi_I_ne_zero
      push_cast at hn
      linear_combination hn
    exact_mod_cast hs
  · rintro ⟨n, rfl⟩
    exact ⟨n, by push_cast; ring⟩

/-- Moving a point by `(R,t)` replaces `h·r` by `(Rᵀh)·r + h·t`. -/
theorem pairing_act (R : Matrix d d ℤ) (t r : d → ℝ) (h : d → ℤ) :
    pairing h (act R t r) = pairing (Rᵀ *ᵥ h) r + pairing h t := by
  simp only [pairing, act, Matrix.mulVec, dotProduct, Matrix.transpose_apply, mul_add,
    Finset.sum_add_distrib, Int.cast_sum, Int.cast_mul, Finset.mul_sum, Finset.sum_mul]
  congr 1
  rw [Finset.sum_comm]
  refine Finset.sum_congr rfl fun k _ => Finset.sum_congr rfl fun i _ => ?_
  ring

/-- A symmetry `(R,t)` of the crystal relates two structure factors by a phase:
`F(h) = exp(2πi h·t) F(Rᵀh)`. -/
theorem structureFactor_transform {R : Matrix d d ℤ} {t : d → ℝ} {f : ι → ℂ}
    {x : ι → d → ℝ} (hS : IsSymmetry R t f x) (h : d → ℤ) :
    structureFactor f x h = phase (pairing h t) * structureFactor f x (Rᵀ *ᵥ h) := by
  obtain ⟨σ, hσ⟩ := hS
  unfold structureFactor
  -- relabel the atoms by the permutation that the symmetry induces
  rw [← Equiv.sum_comp σ (fun j => f j * phase (pairing h (x j))), Finset.mul_sum]
  refine Finset.sum_congr rfl fun j _ => ?_
  obtain ⟨hf, n, hn⟩ := hσ j
  have e : pairing h (x (σ j)) = pairing (Rᵀ *ᵥ h) (x j) + pairing h t
      + ((∑ i, h i * n i : ℤ) : ℝ) := by
    rw [← pairing_act]
    simp only [pairing, hn, mul_add, Finset.sum_add_distrib, Int.cast_sum, Int.cast_mul]
  -- the lattice vector contributes a whole number of periods
  have hone : phase ((∑ i, h i * n i : ℤ) : ℝ) = 1 :=
    (phase_eq_one_iff _).2 ⟨∑ i, h i * n i, rfl⟩
  rw [hf, e, phase_add, phase_add, hone]
  ring

/-- If `(R,t)` is a symmetry of the crystal, the structure factors at `Rᵀh` and `h` have equal
modulus. -/
theorem norm_structureFactor_eq {R : Matrix d d ℤ} {t : d → ℝ} {f : ι → ℂ}
    {x : ι → d → ℝ} (hS : IsSymmetry R t f x) (h : d → ℤ) :
    ‖structureFactor f x (Rᵀ *ᵥ h)‖ = ‖structureFactor f x h‖ := by
  rw [structureFactor_transform hS h, norm_mul, phase, Complex.norm_exp_ofReal_mul_I,
    one_mul]

/-- General extinction rule: if `(R,t)` is a symmetry of the crystal, `Rᵀh = h`, and
`h·t` is not an integer, then `F(h) = 0`. -/
theorem extinction_rule {R : Matrix d d ℤ} {t : d → ℝ} {f : ι → ℂ} {x : ι → d → ℝ}
    (hS : IsSymmetry R t f x) {h : d → ℤ} (hR : Rᵀ *ᵥ h = h)
    (ht : ¬ ∃ n : ℤ, pairing h t = n) : structureFactor f x h = 0 := by
  have key := structureFactor_transform hS h
  rw [hR] at key
  have hne : phase (pairing h t) - 1 ≠ 0 :=
    sub_ne_zero.2 fun h1 => ht ((phase_eq_one_iff _).1 h1)
  -- F(h) equals itself times a phase different from one
  have hz : (phase (pairing h t) - 1) * structureFactor f x h = 0 := by
    linear_combination -key
  exact (mul_eq_zero.1 hz).resolve_left hne

/-- The mirror part of a c-glide normal to the second axis. -/
def glideR : Matrix (Fin 3) (Fin 3) ℤ := !![1, 0, 0; 0, -1, 0; 0, 0, 1]

/-- The translation part of the c-glide: half a period along the third axis. -/
def glideT : Fin 3 → ℝ := ![0, 0, 1 / 2]

/-- In a crystal with this c-glide, the reflections `h0l` with `l` odd are absent. -/
theorem c_glide_absence {f : ι → ℂ} {x : ι → Fin 3 → ℝ}
    (hS : IsSymmetry glideR glideT f x) {h : Fin 3 → ℤ} (hk : h 1 = 0)
    (hl : Odd (h 2)) : structureFactor f x h = 0 := by
  apply extinction_rule hS
  · funext i
    fin_cases i <;> simp [glideR, Matrix.mulVec, dotProduct, Fin.sum_univ_three, hk]
  · rintro ⟨n, hn⟩
    obtain ⟨m, hm⟩ := hl
    have hp : pairing h glideT = (h 2 : ℝ) / 2 := by
      simp [pairing, glideT, Fin.sum_univ_three, div_eq_mul_inv]
    have h2 : (h 2 : ℝ) = 2 * (n : ℝ) := by linarith
    have h3 : h 2 = 2 * n := by exact_mod_cast h2
    omega

/-- The third component of an explicitly listed triple. -/
lemma third_entry {α : Type*} (a b c : α) : (![a, b, c] : Fin 3 → α) 2 = c := rfl

/-- Two atoms at `(0, 1/4, 0)` and `(0, -1/4, 1/2)`. -/
def glidePair : Fin 2 → Fin 3 → ℝ := ![![0, 1 / 4, 0], ![0, -1 / 4, 1 / 2]]

/-- The pair of atoms, with unit scattering factors, is symmetric under the c-glide. -/
theorem glidePair_witness : IsSymmetry glideR glideT (fun _ => 1) glidePair := by
  refine ⟨Equiv.swap 0 1, Fin.forall_fin_two.2
    ⟨⟨rfl, ![0, 0, 0], ?_⟩, ⟨rfl, ![0, 0, -1], ?_⟩⟩⟩
  · intro i
    rw [Equiv.swap_apply_left]
    fin_cases i <;>
      norm_num [glidePair, act, glideR, glideT, Fin.sum_univ_three, third_entry]
  · intro i
    rw [Equiv.swap_apply_right]
    fin_cases i <;>
      norm_num [glidePair, act, glideR, glideT, Fin.sum_univ_three, third_entry]

/-- For `h = (0,1,1)` and the glide translation `t`, the product `h·t` is not an integer, and the
glide pair with unit scattering factors has `F(h) = 2i`. -/
theorem glidePair_not_fixed :
    (¬ ∃ n : ℤ, pairing ![0, 1, 1] glideT = n) ∧
      structureFactor (fun _ => 1) glidePair ![0, 1, 1] = 2 * Complex.I := by
  constructor
  · rintro ⟨n, hn⟩
    have hp : pairing ![0, 1, 1] glideT = 1 / 2 := by
      norm_num [pairing, glideT, Fin.sum_univ_three, third_entry]
    have h2 : (1 : ℝ) = 2 * (n : ℝ) := by linarith
    have h3 : (1 : ℤ) = 2 * n := by exact_mod_cast h2
    omega
  · have e0 : pairing ![0, 1, 1] (glidePair 0) = 1 / 4 := by
      norm_num [pairing, glidePair, Fin.sum_univ_three, third_entry]
    have e1 : pairing ![0, 1, 1] (glidePair 1) = 1 / 4 := by
      norm_num [pairing, glidePair, Fin.sum_univ_three, third_entry]
    -- a quarter period is the phase i
    have hq : phase (1 / 4) = Complex.I := by
      have ha : (((2 * Real.pi * (1 / 4) : ℝ) : ℂ)) = (Real.pi : ℂ) / 2 := by
        push_cast
        ring
      rw [phase, ha, Complex.exp_mul_I, Complex.cos_pi_div_two, Complex.sin_pi_div_two]
      ring
    rw [structureFactor, Fin.sum_univ_two, e0, e1, hq]
    ring

/-- For the glide matrix `R`, `h = (0,0,2)` satisfies `Rᵀh = h`, and the glide pair with unit
scattering factors has `F(h) = 2`. -/
theorem glidePair_integer :
    glideRᵀ *ᵥ ![0, 0, 2] = ![0, 0, 2] ∧
      structureFactor (fun _ => 1) glidePair ![0, 0, 2] = 2 := by
  constructor
  · funext i
    fin_cases i <;> simp [glideR, Matrix.mulVec, dotProduct, Fin.sum_univ_three]
  · have e0 : phase (pairing ![0, 0, 2] (glidePair 0)) = 1 :=
      (phase_eq_one_iff _).2
        ⟨0, by norm_num [pairing, glidePair, Fin.sum_univ_three, third_entry]⟩
    have e1 : phase (pairing ![0, 0, 2] (glidePair 1)) = 1 :=
      (phase_eq_one_iff _).2
        ⟨1, by norm_num [pairing, glidePair, Fin.sum_univ_three, third_entry]⟩
    rw [structureFactor, Fin.sum_univ_two, e0, e1]
    norm_num

end

end GeneralExtinctionRule
```

```lean
#print axioms GeneralExtinctionRule.norm_structureFactor_eq
-- 'GeneralExtinctionRule.norm_structureFactor_eq' depends on axioms: [propext, Classical.choice, Quot.sound]
#print axioms GeneralExtinctionRule.c_glide_absence
-- 'GeneralExtinctionRule.c_glide_absence' depends on axioms: [propext, Classical.choice, Quot.sound]
#print axioms GeneralExtinctionRule.glidePair_not_fixed
-- 'GeneralExtinctionRule.glidePair_not_fixed' depends on axioms: [propext, Classical.choice, Quot.sound]
#print axioms GeneralExtinctionRule.glidePair_integer
-- 'GeneralExtinctionRule.glidePair_integer' depends on axioms: [propext, Classical.choice, Quot.sound]
```

## What the crystal and its symmetry are in Lean

The finite type `d` labels the coordinate axes and the finite type `ι` labels the atoms of one cell. Positions are real vectors `x j` in fractional coordinates, reflections are integer vectors `h : d → ℤ`, and scattering factors are complex numbers `f j`, so isotropic anomalous scattering is allowed. `phase` is $e(s)$, `pairing` is $h\cdot r$, and `act R t r` is $Rr+t$. The exponent in `structureFactor` carries a plus sign.

`IsSymmetry R t f x` says that some permutation `σ` takes each atom to one with the same scattering factor, at the transformed position up to an integer vector `n`. This is the physical input: the crystal looks the same after the operation. It is assumed for a given structure, and `glidePair_witness` verifies it for the two-atom example.

In words, `extinction_rule` reads: if $(R,t)$ is a symmetry in this sense, if `Rᵀ *ᵥ h = h`, and if no integer equals `pairing h t`, then `structureFactor f x h = 0`. The theorem does not require $R$ to be invertible or to preserve lengths. A genuine space-group operation has both properties, but the argument uses neither.

The rule runs in one direction. A structure factor can also vanish because of particular atomic positions, so a single missing spot does not establish a symmetry.

The model is a single-scattering sum over finitely many atoms per cell; multiple scattering can put intensity into a forbidden spot. The numbers `f j` do not depend on `h`. For the extinction rule this costs little, since only one reflection is involved and `f` can hold the values at that reflection, provided that symmetry-related atoms agree there. The equality of moduli compares two reflections, and the theorem here uses the same `f` at both.

Within this single-scattering model, systematic absences help to identify glides and screws in structure determination. For a crystal potential built by superposing atomic potentials, the same sum, with `f j` the Fourier component of the atomic potential at $h$, gives the Fourier components up to normalisation and sign convention. The rule then identifies components that vanish by symmetry in a plane-wave calculation.

## How the Lean proof follows the relabelling

`phase_add` turns a sum of path lengths into a product of phases. `phase_eq_one_iff` is the first fact above: Mathlib's criterion for $\exp z=1$ provides the integer, and cancelling $2\pi i$ leaves $s=n$. `pairing_act` is the second fact. It expands both sides into double sums, and `Finset.sum_comm` exchanges the sums over $i$ and $k$.

`structureFactor_transform` carries the main argument. `Equiv.sum_comp σ` performs the relabelling, after which the two sums are compared atom by atom. The equation `e` splits $h\cdot x_{\sigma(j)}$ into $(R^{\mathsf T}h)\cdot x_j$, $h\cdot t$ and the integer $h\cdot n_j$; `hone` says that the integer contributes a phase of 1. Taking norms gives `norm_structureFactor_eq`.

In `extinction_rule`, the hypothesis `hR` replaces $R^{\mathsf T}h$ by $h$ in the transformation law. The non-integrality of $h\cdot t$ gives `hne`, the nonzero bracket, and `hz` is the product equation. A product of complex numbers is zero only if one factor is, so $F(h)$ must vanish.

`c_glide_absence` applies this rule. It checks $R^{\mathsf T}h=h$ component by component, and then shows that an integer value of $h_2/2$ would make $h_2$ even, which `omega` refutes.

For the two-atom example, `glidePair_witness` uses the swap of the atoms, with lattice vectors $(0,0,0)$ and $(0,0,-1)$. `glidePair_not_fixed` evaluates the quarter-period phase as $i$ and obtains $2i$; `glidePair_integer` finds two phases equal to 1 and obtains 2. The small lemma `third_entry` reads off the last component of a triple in these evaluations.
